# Toda equations for the squared norms of monic Rys polynomials and their ratios

For a real polynomial $f$ and a real number $T$, let

$$L_T(f)=\int_0^1 f(t^2)\,e^{-Tt^2}\,dt .$$

Rys quadrature evaluates electron repulsion integrals over Gaussian basis functions through integrals of this kind. For real Gaussians, $T\ge 0$ is the squared distance between the centres of two Gaussian charge distributions, multiplied by their reduced exponent. The moments $L_T(X^m)$ are the Boys functions $F_m(T)$.

For each $T$, let $p_0,p_1,\dots$ be monic polynomials, $p_k$ of degree $k$, with $L_T(p_kp_j)=0$ for $j\neq k$. They are polynomials in $X=t^2$; textbooks often use normalised even polynomials in $t$ instead. Define

$$h_k=L_T(p_k^2),\qquad a_k=\frac{L_T(Xp_k^2)}{h_k},\qquad b_{k+1}=\frac{h_{k+1}}{h_k},\qquad k=0,1,2,\dots$$

With a prime for $d/dT$, the result is

$$h_k'=-a_kh_k,\qquad b_{k+1}'=(a_k-a_{k+1})\,b_{k+1}.$$

## Slopes for tabulated recurrence coefficients

For an $n$-point rule, a Rys code can obtain the nodes $t^2$ as eigenvalues of the $n\times n$ Jacobi matrix with diagonal entries $a_0,\dots,a_{n-1}$ and off-diagonal entries $\sqrt{b_1},\dots,\sqrt{b_{n-1}}$. If these coefficients are tabulated in $T$, the second equation gives the slope of $b_{k+1}$ at each grid point from values already in the table, as Hermite interpolation needs. It also gives a finite-difference check of the table.

The two equations are not a closed system, because they do not give $a_k'$. The equation for $a_k'$, the other half of the Toda flow, is not derived here. It contains $b_{k+1}$, so even with it the equations for the coefficients of an $n$-point rule do not close: $a_{n-1}'$ calls for $b_n$, which lies outside the matrix.

## Why the motion of the polynomials drops out

**Derivative at fixed $f$.** The $T$-derivative of the integrand is $-t^2f(t^2)e^{-Tt^2}$. For parameters within distance 1 of $T$, its size is at most $|t^2f(t^2)|e^{|T|+1}$, which is integrable on $[0,1]$. Differentiation under the integral is therefore allowed, and

$$\frac{d}{dT}L_T(f)=-L_T(Xf).$$

**Positivity.** If $f\ne0$, then $f(t^2)^2e^{-Tt^2}$ is continuous, non-negative and zero at only finitely many $t$. Hence $L_T(f^2)>0$, and in particular $h_k>0$.

**Uniqueness.** A polynomial $q$ of degree below $k$ is a combination of $p_0,\dots,p_{k-1}$, so $L_T(p_kq)=0$. If $r_k$ belongs to a second monic orthogonal family, $d=p_k-r_k$ has degree below $k$. Then $L_T(d^2)=L_T(p_kd)-L_T(r_kd)=0$, so $d=0$.

**Differentiable coefficients.** By uniqueness, $p_k$ is the Gram–Schmidt polynomial

$$p_k=X^k-\sum_{j<k}\frac{L_T(X^kp_j)}{h_j}\,p_j .$$

Suppose the coefficients of every $p_j$ with $j<k$ are differentiable in $T$. The numerators and denominators are finite sums of products of these coefficients with differentiable moments, and the denominators are positive. The coefficients of $p_k$ are then differentiable too, and induction covers all $k$.

**Freezing one factor.** Fix $T$ and let $S$ vary. Write $p_k(S)=\sum_{i=0}^k c_i(S)X^i$. Since $p_k(S)-p_k(T)$ has degree below $k$, it is orthogonal to $p_k(S)$ for $L_S$, so

$$h_k(S)=L_S\big(p_k(S)\,p_k(T)\big)=\sum_{i=0}^k c_i(S)\,L_S\big(X^ip_k(T)\big).$$

Differentiating at $S=T$ gives

$$h_k'(T)=\sum_{i=0}^k c_i'(T)\,L_T(X^ip_k)-\sum_{i=0}^k c_i(T)\,L_T(X^{i+1}p_k).$$

In the first sum, the terms with $i<k$ vanish by orthogonality and the term $i=k$ vanishes because $c_k=1$. The second sum is $L_T(Xp_k^2)=a_kh_k$. Thus $h_k'=-a_kh_k$; for $k=0$ this is the rule $F_0'=-F_1$.

**Ratios.** The quotient rule yields

$$b_{k+1}'=\frac{h_{k+1}'}{h_k}-\frac{h_{k+1}h_k'}{h_k^2}=(a_k-a_{k+1})\,b_{k+1}.$$

## The Lean source

```lean
import Mathlib

open Polynomial

namespace RysToda

noncomputable section

/-- The Rys integrand, a polynomial in `t²` times a Gaussian, is continuous in `t`. -/
theorem continuous_integrand (T : ℝ) (f : ℝ[X]) :
    Continuous fun t : ℝ => f.eval (t ^ 2) * Real.exp (-T * t ^ 2) :=
  (f.continuous.comp (continuous_pow 2)).mul
    (Real.continuous_exp.comp (continuous_const.mul (continuous_pow 2)))

/-- The Rys functional `L_T(f)`, the integral of `f(t²) exp(-T t²)` over `[0,1]`,
as a linear map on real polynomials. -/
def rysL (T : ℝ) : ℝ[X] →ₗ[ℝ] ℝ where
  toFun f := ∫ t in (0 : ℝ)..1, f.eval (t ^ 2) * Real.exp (-T * t ^ 2)
  map_add' f g := by
    simp only [eval_add, add_mul]
    exact intervalIntegral.integral_add ((continuous_integrand T f).intervalIntegrable _ _)
      ((continuous_integrand T g).intervalIntegrable _ _)
  map_smul' c f := by
    simp only [eval_smul, smul_eq_mul, mul_assoc, RingHom.id_apply]
    exact intervalIntegral.integral_const_mul _ _

/-- The squared norm `L_T(f²)` of a polynomial. -/
def rysNorm (T : ℝ) (f : ℝ[X]) : ℝ := rysL T (f * f)

/-- The mean of `X` weighted by `f²`, `L_T(X f²) / L_T(f²)`, for `f ≠ 0`. -/
def rysMean (T : ℝ) (f : ℝ[X]) : ℝ := rysL T (X * (f * f)) / rysNorm T f

/-- The polynomials `p k` are monic of degree `k` and mutually orthogonal for `L_T`. -/
structure IsMonicOrthogonal (T : ℝ) (p : ℕ → ℝ[X]) : Prop where
  monic : ∀ k, (p k).Monic
  degree_eq : ∀ k, (p k).degree = k
  orth : ∀ k j, j < k → rysL T (p k * p j) = 0

/-- The Rys polynomials, built from the powers of `X` by Gram–Schmidt orthogonalisation. -/
def rysPoly (T : ℝ) (k : ℕ) : ℝ[X] :=
  X ^ k - ∑ j : Fin k,
    (rysL T (X ^ k * rysPoly T j) / rysNorm T (rysPoly T j)) • rysPoly T j
termination_by k
decreasing_by exact j.isLt

/-- For a fixed polynomial, differentiating `L_T(f)` in `T` inserts a factor `-X`. -/
theorem rysL_hasDerivAt (f : ℝ[X]) (T : ℝ) :
    HasDerivAt (fun S => rysL S f) (-rysL T (X * f)) T := by
  have hbound : ∀ t ∈ Set.uIoc (0 : ℝ) 1, ∀ S ∈ Metric.ball T 1,
      ‖-((X * f).eval (t ^ 2) * Real.exp (-S * t ^ 2))‖
        ≤ |(X * f).eval (t ^ 2)| * Real.exp (|T| + 1) := by
    intro t ht S hS
    rw [Set.uIoc_of_le zero_le_one] at ht
    rw [Metric.mem_ball, Real.dist_eq, abs_lt] at hS
    rw [norm_neg, norm_mul, Real.norm_eq_abs, Real.norm_eq_abs, Real.abs_exp]
    refine mul_le_mul_of_nonneg_left (Real.exp_le_exp.2 ?_) (abs_nonneg _)
    have h1 : 0 ≤ |T| + 1 + S := by linarith [neg_abs_le T, hS.1]
    have h2 : 0 ≤ |T| + 1 := by positivity
    have h3 : 0 ≤ 1 - t ^ 2 := by nlinarith [ht.1, ht.2]
    nlinarith [mul_nonneg h1 (sq_nonneg t), mul_nonneg h2 h3]
  have hdiff : ∀ t S : ℝ, HasDerivAt (fun S => f.eval (t ^ 2) * Real.exp (-S * t ^ 2))
      (-((X * f).eval (t ^ 2) * Real.exp (-S * t ^ 2))) S := fun t S =>
    (((hasDerivAt_neg S).mul_const (t ^ 2)).exp.const_mul (f.eval (t ^ 2))).congr_deriv
      (by simp only [eval_mul, eval_X]; ring)
  -- differentiate under the integral sign
  have h := (intervalIntegral.hasDerivAt_integral_of_dominated_loc_of_deriv_le
    (μ := MeasureTheory.volume) (a := 0) (b := 1)
    (F := fun S t => f.eval (t ^ 2) * Real.exp (-S * t ^ 2))
    (F' := fun S t => -((X * f).eval (t ^ 2) * Real.exp (-S * t ^ 2)))
    (bound := fun t => |(X * f).eval (t ^ 2)| * Real.exp (|T| + 1))
    (Metric.ball_mem_nhds T one_pos)
    (Filter.Eventually.of_forall fun S => (continuous_integrand S f).aestronglyMeasurable)
    ((continuous_integrand T f).intervalIntegrable _ _)
    (continuous_integrand T (X * f)).neg.aestronglyMeasurable
    (Filter.Eventually.of_forall hbound)
    ((((X * f).continuous.comp (continuous_pow 2)).abs.mul
      continuous_const).intervalIntegrable _ _)
    (Filter.Eventually.of_forall fun t _ S _ => hdiff t S)).2
  simp only [intervalIntegral.integral_neg] at h
  exact h

/-- The squared norm of a nonzero polynomial is positive. -/
theorem rysNorm_pos (T : ℝ) {f : ℝ[X]} (hf : f ≠ 0) : 0 < rysNorm T f := by
  refine intervalIntegral.integral_pos zero_lt_one
    (continuous_integrand T (f * f)).continuousOn (fun t _ => ?_) ?_
  · rw [eval_mul]
    exact mul_nonneg (mul_self_nonneg _) (Real.exp_pos _).le
  · by_contra hcon
    -- otherwise every point of [0,1] would be a root
    refine hf (eq_zero_of_infinite_isRoot f
      ((Set.Icc_infinite (zero_lt_one (α := ℝ))).mono fun x hx => ?_))
    by_contra hx0
    refine hcon ⟨√x, ⟨Real.sqrt_nonneg x,
      Real.sqrt_le_iff.2 ⟨zero_le_one, by simpa using hx.2⟩⟩, ?_⟩
    rw [Real.sq_sqrt hx.1, eval_mul]
    exact mul_pos (mul_self_pos.2 hx0) (Real.exp_pos _)

/-- `L_T(f g)` expanded in the coefficients of `f`, for `f` of degree at most `k`. -/
theorem rysL_expand (T : ℝ) (f g : ℝ[X]) {k : ℕ} (hf : f.degree ≤ k) :
    rysL T (f * g) = ∑ i ∈ Finset.range (k + 1), f.coeff i * rysL T (X ^ i * g) := by
  conv_lhs => rw [f.as_sum_range' (k + 1) (Nat.lt_succ_of_le (natDegree_le_of_degree_le hf))]
  rw [Finset.sum_mul, map_sum]
  refine Finset.sum_congr rfl fun i _ => ?_
  rw [← smul_X_eq_monomial, smul_mul_assoc, map_smul, smul_eq_mul]

/-- The `k`-th member of a monic orthogonal family is orthogonal to every polynomial of
degree below `k`. -/
theorem IsMonicOrthogonal.lower {T : ℝ} {p : ℕ → ℝ[X]} (hp : IsMonicOrthogonal T p)
    {k : ℕ} {q : ℝ[X]} (hq : q.degree < k) : rysL T (p k * q) = 0 := by
  have H : ∀ n : ℕ, n ≤ k → ∀ q : ℝ[X], q.degree < n → rysL T (p k * q) = 0 := by
    intro n
    induction n with
    | zero =>
      intro _ q hq
      have h0 : q = 0 := by
        ext m
        simpa using (degree_lt_iff_coeff_zero q 0).1 hq m (Nat.zero_le m)
      rw [h0, mul_zero, map_zero]
    | succ n ih =>
      intro hn q hq
      -- subtract the leading term along p n
      have hlow : (q - q.coeff n • p n).degree < n := by
        rw [degree_lt_iff_coeff_zero]
        intro m hm
        rw [coeff_sub, coeff_smul, smul_eq_mul]
        rcases hm.eq_or_lt with h | h
        · have h1 := hp.monic n
          rw [Monic, leadingCoeff, natDegree_eq_of_degree_eq_some (hp.degree_eq n)] at h1
          rw [← h, h1, mul_one, sub_self]
        · have hpm : (p n).coeff m = 0 :=
            coeff_eq_zero_of_degree_lt (by rw [hp.degree_eq]; exact_mod_cast h)
          rw [(degree_lt_iff_coeff_zero q (n + 1)).1 hq m h, hpm, mul_zero, sub_self]
      have h := ih (by omega) _ hlow
      rwa [mul_sub, mul_smul_comm, map_sub, map_smul, hp.orth k n hn, smul_zero,
        sub_zero] at h
  exact H k le_rfl q hq

/-- The Rys polynomials are a monic orthogonal family for every real `T`. -/
theorem rysPoly_witness (T : ℝ) : IsMonicOrthogonal T (rysPoly T) := by
  have hd : ∀ k, (rysPoly T k).Monic ∧ (rysPoly T k).degree = k := by
    intro k
    induction k using Nat.strong_induction_on with
    | _ k ih =>
      have hs : ∀ c : Fin k → ℝ,
          (∑ j : Fin k, c j • rysPoly T j).degree < (X ^ k : ℝ[X]).degree := by
        intro c
        rw [degree_X_pow]
        exact mem_degreeLT.1 (Submodule.sum_mem _ fun j _ => Submodule.smul_mem _ _
          (mem_degreeLT.2 (by rw [(ih j j.2).2]; exact_mod_cast j.2)))
      rw [rysPoly]
      exact ⟨(monic_X_pow k).sub_of_left (hs _),
        (degree_sub_eq_left_of_degree_lt (hs _)).trans (degree_X_pow k)⟩
  refine ⟨fun k => (hd k).1, fun k => (hd k).2, fun k => ?_⟩
  induction k using Nat.strong_induction_on with
  | _ k ih =>
    intro j hj
    have hne := (rysNorm_pos T (hd j).1.ne_zero).ne'
    rw [rysPoly, sub_mul, Finset.sum_mul, map_sub, map_sum,
      Finset.sum_eq_single (⟨j, hj⟩ : Fin k)]
    · rw [smul_mul_assoc, map_smul, smul_eq_mul]
      change _ - _ / rysNorm T (rysPoly T j) * rysNorm T (rysPoly T j) = 0
      rw [div_mul_cancel₀ _ hne, sub_self]
    · intro i _ hij
      have h0 : rysL T (rysPoly T i * rysPoly T j) = 0 := by
        rcases lt_or_gt_of_ne (fun h => hij (Fin.ext h) : (i : ℕ) ≠ j) with h | h
        · rw [mul_comm]
          exact ih j hj i h
        · exact ih i i.2 j h
      rw [smul_mul_assoc, map_smul, h0, smul_zero]
    · intro h
      exact absurd (Finset.mem_univ _) h

/-- Every coefficient of every Rys polynomial is a differentiable function of `T`. -/
theorem rysPoly_differentiable (k : ℕ) :
    ∀ i, Differentiable ℝ fun T => (rysPoly T k).coeff i := by
  induction k using Nat.strong_induction_on with
  | _ k ih =>
    intro i
    have hL : ∀ j < k, ∀ g : ℝ → ℝ[X],
        (∀ m, Differentiable ℝ fun T => rysL T (X ^ m * g T)) →
        Differentiable ℝ fun T => rysL T (rysPoly T j * g T) := by
      intro j hj g hg
      have e := funext fun T => rysL_expand T (rysPoly T j) (g T)
        ((rysPoly_witness T).degree_eq j).le
      rw [e]
      exact Differentiable.fun_sum fun m _ => (ih j hj m).mul (hg m)
    have hX : ∀ j < k, ∀ m, Differentiable ℝ fun T => rysL T (X ^ m * rysPoly T j) := by
      intro j hj m
      have h := hL j hj (fun _ => X ^ m)
        fun n T => (rysL_hasDerivAt (X ^ n * X ^ m) T).differentiableAt
      simp_rw [mul_comm (X ^ m : ℝ[X])]
      exact h
    have e : (fun T => (rysPoly T k).coeff i) = fun T => (X ^ k : ℝ[X]).coeff i -
        ∑ j : Fin k, rysL T (X ^ k * rysPoly T j) / rysNorm T (rysPoly T j) *
          (rysPoly T j).coeff i := by
      funext T
      rw [rysPoly]
      simp only [coeff_sub, finsetSum_coeff, coeff_smul, smul_eq_mul]
    rw [e]
    exact (differentiable_const _).sub (Differentiable.fun_sum fun j _ =>
      ((hX j j.2 k).div (hL j j.2 (fun T => rysPoly T j) (hX j j.2)) fun T =>
        (rysNorm_pos T ((rysPoly_witness T).monic j).ne_zero).ne').mul (ih j j.2 i))

/-- Toda flow of the squared norms: for `p_k` monic orthogonal at every `T`, with `h_k = L_T(p_k²)`
and `a_k = L_T(X p_k²) / h_k`, the `T`-derivative is `h_k' = -a_k h_k`. -/
theorem toda_norm {p : ℝ → ℕ → ℝ[X]} (hp : ∀ T, IsMonicOrthogonal T (p T)) (k : ℕ) (T : ℝ) :
    HasDerivAt (fun S => rysNorm S (p S k))
      (-rysMean T (p T k) * rysNorm T (p T k)) T := by
  have hlt : ∀ {S U : ℝ} {q r : ℕ → ℝ[X]}, IsMonicOrthogonal S q → IsMonicOrthogonal U r →
      (q k - r k).degree < k := by
    intro S U q r hq hr
    have h := degree_sub_lt_left ((hq.degree_eq k).trans (hr.degree_eq k).symm)
      (hq.monic k).ne_zero ((hq.monic k).leadingCoeff.trans (hr.monic k).leadingCoeff.symm)
    rwa [hq.degree_eq k] at h
  -- the family is the Gram–Schmidt one, so its coefficients are differentiable
  have huniq : ∀ S, p S k = rysPoly S k := by
    intro S
    have hd := hlt (hp S) (rysPoly_witness S)
    by_contra hne
    have hpos := rysNorm_pos S (sub_ne_zero.2 hne)
    rw [rysNorm, sub_mul, map_sub, (hp S).lower hd, (rysPoly_witness S).lower hd,
      sub_self] at hpos
    exact lt_irrefl _ hpos
  have hc : ∀ i, Differentiable ℝ fun S => (p S k).coeff i := by
    intro i
    simp only [huniq]
    exact rysPoly_differentiable k i
  -- one factor of the squared norm may be frozen at T
  have e : (fun S => rysNorm S (p S k)) = fun S =>
      ∑ i ∈ Finset.range (k + 1), (p S k).coeff i * rysL S (X ^ i * p T k) := by
    funext S
    have h0 := (hp S).lower (hlt (hp S) (hp T))
    rw [mul_sub, map_sub, sub_eq_zero] at h0
    rw [rysNorm, h0]
    exact rysL_expand S _ _ ((hp S).degree_eq k).le
  -- the motion of the coefficients does not contribute
  have h1 : ∀ i ∈ Finset.range (k + 1),
      deriv (fun S => (p S k).coeff i) T * rysL T (X ^ i * p T k) = 0 := by
    intro i hi
    rcases (Nat.lt_succ_iff.1 (Finset.mem_range.1 hi)).eq_or_lt with h | h
    · have hone : (fun S => (p S k).coeff k) = fun _ => (1 : ℝ) := by
        funext S
        have hm := (hp S).monic k
        rwa [Monic, leadingCoeff, natDegree_eq_of_degree_eq_some ((hp S).degree_eq k)] at hm
      rw [h, hone, deriv_const, zero_mul]
    · rw [mul_comm (X ^ i), (hp T).lower (by rw [degree_X_pow]; exact_mod_cast h), mul_zero]
  have h2 : rysL T (X * (p T k * p T k)) =
      ∑ i ∈ Finset.range (k + 1), (p T k).coeff i * rysL T (X ^ i * (X * p T k)) := by
    rw [← rysL_expand T _ _ ((hp T).degree_eq k).le, mul_left_comm]
  rw [e]
  refine (HasDerivAt.fun_sum fun i _ => (hc i T).hasDerivAt.fun_mul
    (rysL_hasDerivAt (X ^ i * p T k) T)).congr_deriv ?_
  rw [neg_mul, rysMean, div_mul_cancel₀ _ (rysNorm_pos T ((hp T).monic k).ne_zero).ne', h2,
    ← Finset.sum_neg_distrib]
  refine Finset.sum_congr rfl fun i hi => ?_
  rw [h1 i hi, mul_left_comm (X : ℝ[X]) (X ^ i)]
  ring

/-- Toda flow of the ratios of squared norms: for `p_k` monic orthogonal at every `T`, with
`h_k = L_T(p_k²)` and `a_k = L_T(X p_k²) / h_k`, the ratio `b_(k+1) = h_(k+1) / h_k` satisfies
`b_(k+1)' = (a_k - a_(k+1)) b_(k+1)` in `T`. -/
theorem toda_ratio {p : ℝ → ℕ → ℝ[X]} (hp : ∀ T, IsMonicOrthogonal T (p T)) (k : ℕ) (T : ℝ) :
    HasDerivAt (fun S => rysNorm S (p S (k + 1)) / rysNorm S (p S k))
      ((rysMean T (p T k) - rysMean T (p T (k + 1))) *
        (rysNorm T (p T (k + 1)) / rysNorm T (p T k))) T := by
  have hne := (rysNorm_pos T ((hp T).monic k).ne_zero).ne'
  refine ((toda_norm hp (k + 1) T).fun_div (toda_norm hp k T) hne).congr_deriv ?_
  field_simp
  ring

end

end RysToda
```

```lean
#print axioms RysToda.toda_ratio
```

```
'RysToda.toda_ratio' depends on axioms: [propext, Classical.choice, Quot.sound]
```

## From the Lean names to the formulas

`rysL T f` is $L_T(f)$, defined as a linear map on real polynomials. `rysNorm T (p T k)` is $h_k$, a squared norm despite its name, and `rysMean T (p T k)` is $a_k$. The family `p` takes the parameter first and the degree second.

The only hypothesis of `toda_norm` and `toda_ratio` is that `p T` satisfies `IsMonicOrthogonal T` at every real `T`. Differentiability is part of the conclusion: `HasDerivAt` says that the derivative exists at the given point and has the stated value. Both theorems hold for every natural number `k` and every real `T`, including negative values.

The lemmas follow the derivation:

- `rysL_hasDerivAt` differentiates under the integral with the bound above.
- `rysNorm_pos` proves positivity: otherwise every point of $[0,1]$ would be a root of $f$.
- `IsMonicOrthogonal.lower` removes leading terms one degree at a time.
- `rysPoly_witness` shows that the Gram–Schmidt polynomials form such a family, and `rysPoly_differentiable` carries out the induction on their coefficients.
- In `toda_norm`, `huniq` identifies `p` with the Gram–Schmidt family, `e` freezes one factor, and `h1` removes the coefficient derivatives.
- `toda_ratio` applies the quotient rule; `field_simp` and `ring` finish the algebra.

## What a code still has to supply

The theorems concern the functional $L_T$. The step from there to an integral code is the Rys reduction, which writes a repulsion integral over primitive Gaussians as a prefactor times $L_T(f)$ for a suitable polynomial $f$ (contracted functions give a sum of such terms); it is taken as known here. So is the role of $a_k$ and $b_{k+1}$ as recurrence coefficients, since Lean defines them only through integrals.

The equations hold for exact real numbers and bound neither rounding nor interpolation errors. `rysPoly` serves the proof and is a poor numerical recipe: Gram–Schmidt on powers of $X$ becomes ill-conditioned as the degree grows.
